# Sequential and direct PAW projectors give the same operator when all leading minors of the overlap are nonzero

Let the columns of the real matrices Φ̃, Φ and F hold n smooth partial waves, their n all-electron partners and n initial projector functions on a finite grid, and let B = FᵀΦ̃ be the overlap. If every leading principal minor of B is nonzero, then B = LU with L lower triangular and U unit upper triangular. The projectors P = F L⁻ᵀ, where L⁻ᵀ means (L⁻¹)ᵀ, are biorthogonal to the waves Φ̃U⁻¹. Both families keep the span of their first k columns for every k, and

(Φ − Φ̃) U⁻¹ Pᵀ = (Φ − Φ̃) B⁻¹ Fᵀ.

Making projectors and smooth waves biorthogonal one after another therefore gives the same PAW transformation T = 1 + (Φ − Φ̃)B⁻¹Fᵀ as inverting the whole overlap at once, provided that the all-electron waves are mixed in the same way as the smooth ones. This is shown for one set of partial waves on a finite grid.

The condition on the minors has a direct meaning: for each k, a combination of the first k smooth waves is orthogonal to all of the first k projector functions only if all its coefficients are zero.

## Factorising the overlap column by column

Functions are numbered 0, …, n − 1. For each j we look for a combination of waves 0, …, j, with coefficient one on wave j, that has zero overlap with the projector functions before j. Its earlier coefficients w_a must satisfy

Σ_{a<j} B_ia w_a = −B_ij  for all i < j.

The matrix of this system is the leading j × j block of B, which is invertible, so a solution exists. For j = 0 there is nothing to solve.

Put these coefficient vectors side by side as the columns of V. Then V is upper triangular with unit diagonal, so det V = 1, and L = BV is lower triangular by construction. Set U = V⁻¹, so that B = LU.

The inverse of an invertible upper triangular matrix R is upper triangular: the diagonal entries of R are nonzero, and back substitution in Rx = e_j, with e_j the j-th unit vector, gives x_i = 0 for i > j. Hence U is upper triangular. In

1 = (VU)_ii = Σ_b V_ib U_bi

the terms with b < i vanish because of V and those with b > i because of U. This leaves V_ii U_ii = 1, so U_ii = 1.

## Biorthogonality, spans and the operator

The full determinant det B = det L · det U is itself a leading minor, so L and U are invertible, and

(F L⁻ᵀ)ᵀ (Φ̃U⁻¹) = L⁻¹ B U⁻¹ = L⁻¹ L U U⁻¹ = 1.

For upper triangular R, column j of XR is Σ_{i≤j} R_ij X_i, where X_i is column i of X. The first k columns of XR therefore lie in the span of the first k columns of X. If R is invertible, the same argument with R⁻¹ gives the reverse inclusion. Both L⁻ᵀ and U⁻¹ are invertible and upper triangular, so both families keep their leading spans.

Since B⁻¹ = U⁻¹L⁻¹,

(Φ − Φ̃) U⁻¹ (F L⁻ᵀ)ᵀ = (Φ − Φ̃) U⁻¹ L⁻¹ Fᵀ = (Φ − Φ̃) B⁻¹ Fᵀ.

Here the all-electron waves are mixed by the same U⁻¹ as the smooth ones.

## What determines T

Invertibility of B alone is enough to characterise T = 1 + (Φ − Φ̃)B⁻¹Fᵀ. It satisfies

TΦ̃ = Φ̃ + (Φ − Φ̃)B⁻¹B = Φ,

and Tx = x whenever Fᵀx = 0. Conversely, let T be any matrix with these two properties. The matrix R = 1 − Φ̃B⁻¹Fᵀ obeys FᵀR = Fᵀ − BB⁻¹Fᵀ = 0, so T fixes each of its columns and TR = R. Written out,

T − ΦB⁻¹Fᵀ = 1 − Φ̃B⁻¹Fᵀ,

which is the formula for T.

## Two waves on three grid points

Take smooth waves φ̃₀ = (1, 0, 0) and φ̃₁ = (0, 1, 0), with projector functions f₀ = (2, 1, 0) and f₁ = (4, 5, 3). With rows separated by semicolons,

B = (2 1; 4 5).

Its leading minors are 2 and 6, besides the empty one, which is 1. For j = 1 the system reads 2w₀ = −1, so w₀ = −1/2 and

L = (2 0; 4 3),  U = (1 1/2; 0 1).

The new waves are φ̃₀ and φ̃₁ − φ̃₀/2 = (−1/2, 1, 0). The new projectors are

p₀ = f₀/2 = (1, 1/2, 0),
p₁ = −(2/3)f₀ + (1/3)f₁ = (0, 1, 1),

and the four overlaps form the unit matrix. The direct projectors are

q₀ = (5f₀ − f₁)/6 = (1, 0, −1/2),
q₁ = (−4f₀ + 2f₁)/6 = (0, 1, 1).

Here q₀ already contains f₁, so the direct projectors do not keep the leading spans. The operators agree all the same: with d₀ and d₁ the differences between all-electron and smooth waves,

d₀p₀ᵀ + (d₁ − d₀/2)p₁ᵀ = d₀(p₀ − p₁/2)ᵀ + d₁p₁ᵀ = d₀q₀ᵀ + d₁q₁ᵀ.

## An invertible overlap without a factorisation

Let B = (0 1; 1 0). It is invertible, but its first minor is zero. A factorisation would need L₀₀ = B₀₀ = 0 and also L₀₀U₀₁ = B₀₁ = 1, which is impossible. The first projector function is orthogonal to the first wave, and no rescaling repairs that. The direct projectors still exist.

## The objects in Lean

The grid is a finite type `G`, and a family of n functions is a real matrix with rows in `G` and columns in `Fin n`.

```lean
import Mathlib

open Matrix

namespace PAWProjectors

noncomputable section

variable {G : Type*} [Fintype G] [DecidableEq G] {n : ℕ}
```

Scalar products are plain sums over grid points; quadrature weights can be absorbed into F. The setting is real and has a single set of partial waves. Localisation in an augmentation sphere, completeness of the partial waves and convergence with the grid do not enter.

`leadingMinor B k h` is the determinant of the block belonging to functions 0, …, k − 1.

```lean
/-- The determinant of the overlap block belonging to the first `k` functions. -/
def leadingMinor (B : Matrix (Fin n) (Fin n) ℝ) (k : ℕ) (h : k ≤ n) : ℝ :=
  (B.submatrix (Fin.castLE h) (Fin.castLE h)).det
```

The triangular shapes are stated entry by entry.

```lean
/-- All entries below the diagonal vanish. -/
def IsUpper (M : Matrix (Fin n) (Fin n) ℝ) : Prop := ∀ i j, j < i → M i j = 0

/-- All entries above the diagonal vanish. -/
def IsLower (M : Matrix (Fin n) (Fin n) ℝ) : Prop := ∀ i j, i < j → M i j = 0
```

The leading span is a subspace of the functions on the grid. It is zero for k = 0 and the full column span for k ≥ n.

```lean
/-- The space spanned by the first `k` functions (columns) of a family on the grid. -/
def leadingSpan (X : Matrix G (Fin n) ℝ) (k : ℕ) : Submodule ℝ (G → ℝ) :=
  Submodule.span ℝ {x | ∃ j : Fin n, j.val < k ∧ x = fun g => X g j}
```

The operator takes its waves and projectors as arguments, so the sequential and the direct construction use the same definition.

```lean
/-- The PAW operator `1 + (Φ - Φ̃) Pᵀ` for all-electron waves `Φ`, smooth waves `Φt` and
projectors `P`. -/
def pawOperator (Φ Φt P : Matrix G (Fin n) ℝ) : Matrix G G ℝ := 1 + (Φ - Φt) * Pᵀ

/-- The projectors `F B⁻ᵀ` obtained by inverting the whole overlap `B = Fᵀ Φ̃` at once. -/
def directProjectors (F Φt : Matrix G (Fin n) ℝ) : Matrix G (Fin n) ℝ :=
  F * ((Fᵀ * Φt)⁻¹)ᵀ
```

## The triangular factorisation in Lean

The first lemma produces one column of V. It obtains `w` by applying the inverse of the leading block, then builds the full vector as a one at position j plus the entries of `w` at earlier positions. The auxiliary statement `hs` says that the earlier part contributes nothing from position j onwards. The three final goals are the unit coefficient, the zeros after j and the vanishing overlaps before j.

```lean
/-- If the block of the functions before `j` is nonsingular, some combination of waves up to `j`,
with coefficient one on wave `j`, has zero overlap with all earlier projector functions. -/
theorem exists_column (B : Matrix (Fin n) (Fin n) ℝ) (j : Fin n)
    (h : leadingMinor B j j.isLt.le ≠ 0) :
    ∃ v : Fin n → ℝ, v j = 1 ∧ (∀ i, j < i → v i = 0) ∧ ∀ i, i < j → (B *ᵥ v) i = 0 := by
  -- solve the leading linear system for the coefficients of the earlier waves
  obtain ⟨w, hw⟩ : ∃ w : Fin j.val → ℝ,
      (B.submatrix (Fin.castLE j.isLt.le) (Fin.castLE j.isLt.le)) *ᵥ w =
        fun a => -B (Fin.castLE j.isLt.le a) j := by
    refine ⟨(B.submatrix (Fin.castLE j.isLt.le) (Fin.castLE j.isLt.le))⁻¹ *ᵥ
      (fun a => -B (Fin.castLE j.isLt.le a) j), ?_⟩
    rw [Matrix.mulVec_mulVec, Matrix.mul_nonsing_inv _ (isUnit_iff_ne_zero.2 h),
      Matrix.one_mulVec]
  have hs : ∀ i, j ≤ i →
      ∑ a : Fin j.val, (if i = Fin.castLE j.isLt.le a then w a else 0) = 0 := by
    intro i hi
    refine Finset.sum_eq_zero fun a _ => if_neg fun hia => ?_
    have h1 : i.val = a.val := congrArg Fin.val hia
    have h2 : j.val ≤ i.val := hi
    have h3 := a.isLt
    omega
  refine ⟨fun l => (if l = j then 1 else 0) +
    ∑ a : Fin j.val, (if l = Fin.castLE j.isLt.le a then w a else 0), ?_, ?_, ?_⟩
  · show (if j = j then (1 : ℝ) else 0) + _ = 1
    rw [hs j le_rfl, if_pos rfl, add_zero]
  · intro i hi
    show (if i = j then (1 : ℝ) else 0) + _ = 0
    rw [hs i hi.le, if_neg hi.ne', add_zero]
  · intro i hi
    have hw' : ∑ a : Fin j.val, B i (Fin.castLE j.isLt.le a) * w a = -B i j :=
      congrFun hw ⟨i.val, hi⟩
    simp only [Matrix.mulVec, dotProduct, mul_add, Finset.sum_add_distrib, Finset.mul_sum]
    rw [Finset.sum_comm]
    simp [hw']
```

For inverses of triangular matrices, Mathlib's result on block triangular matrices, with blocks of size one, takes the place of back substitution.

```lean
/-- The inverse of an invertible upper triangular matrix is upper triangular. -/
theorem isUpper_inv {R : Matrix (Fin n) (Fin n) ℝ} (hR : IsUpper R) (h : IsUnit R.det) :
    IsUpper R⁻¹ := by
  let := Matrix.invertibleOfIsUnitDet R h
  have hb : R.BlockTriangular id := fun i j hij => hR i j hij
  exact fun i j hij => Matrix.blockTriangular_inv_of_blockTriangular hb hij
```

In `exists_lu`, `choose` collects one column for each j, and these form `V`. The factors are `B * V` and `V⁻¹`. The longest part is the unit diagonal of U, where the sum for (VV⁻¹)_ii is reduced to its single surviving term.

```lean
/-- An overlap matrix with nonzero leading minors is a lower triangular matrix times a unit upper
triangular one. -/
theorem exists_lu (B : Matrix (Fin n) (Fin n) ℝ) (h : ∀ k hk, leadingMinor B k hk ≠ 0) :
    ∃ L U, IsLower L ∧ IsUpper U ∧ (∀ i, U i i = 1) ∧ B = L * U := by
  choose v hv1 hv0 hvB using fun j : Fin n => exists_column B j (h j j.isLt.le)
  let V : Matrix (Fin n) (Fin n) ℝ := fun i j => v j i
  have hV : IsUpper V := fun i j hij => hv0 j i hij
  have hdet : IsUnit V.det := by
    have hb : V.BlockTriangular id := fun i j hij => hV i j hij
    rw [Matrix.det_of_isUpperTriangular hb, Finset.prod_eq_one fun i _ => hv1 i]
    exact isUnit_one
  have hU := isUpper_inv hV hdet
  refine ⟨B * V, V⁻¹, fun i j hij => hvB j i hij, hU, fun i => ?_, ?_⟩
  · -- the diagonal of V V⁻¹ = 1 involves only diagonal entries
    have h1 : (V * V⁻¹) i i = 1 := by
      rw [Matrix.mul_nonsing_inv _ hdet, Matrix.one_apply_eq]
    rw [Matrix.mul_apply, Finset.sum_eq_single i] at h1
    · have h2 : V i i = 1 := hv1 i
      rwa [h2, one_mul] at h1
    · intro b _ hb
      rcases lt_or_gt_of_ne hb with hlt | hgt
      · rw [hV i b hlt, zero_mul]
      · rw [hU b i hgt, mul_zero]
    · intro hi
      exact absurd (Finset.mem_univ i) hi
  · rw [Matrix.mul_assoc, Matrix.mul_nonsing_inv _ hdet, Matrix.mul_one]
```

## Leading spans under triangular mixing

The inclusion is proved by writing a column of XR as a combination of columns of X: terms with i > j have coefficient zero, and the others belong to the first k columns.

```lean
omit [Fintype G] [DecidableEq G] in
/-- Upper triangular mixing of a family does not enlarge the span of its first `k` functions. -/
theorem leadingSpan_mul_le (X : Matrix G (Fin n) ℝ) {R : Matrix (Fin n) (Fin n) ℝ}
    (hR : IsUpper R) (k : ℕ) : leadingSpan (X * R) k ≤ leadingSpan X k := by
  refine Submodule.span_le.2 ?_
  rintro x ⟨j, hj, rfl⟩
  have hx : (fun g => (X * R) g j) = ∑ i, R i j • (fun g => X g i) := by
    ext g
    simp [Matrix.mul_apply, Finset.sum_apply, mul_comm]
  show (fun g => (X * R) g j) ∈ leadingSpan X k
  rw [hx]
  refine Submodule.sum_mem _ fun i _ => ?_
  by_cases hij : j < i
  · rw [hR i j hij, zero_smul]
    exact Submodule.zero_mem _
  · exact Submodule.smul_mem _ _ (Submodule.subset_span
      ⟨i, lt_of_le_of_lt (Fin.le_def.1 (not_lt.1 hij)) hj, rfl⟩)
```

Equality follows by applying the inclusion a second time, to XR and R⁻¹.

```lean
omit [Fintype G] [DecidableEq G] in
/-- Invertible upper triangular mixing preserves the span of the first `k` functions. -/
theorem leadingSpan_mul (X : Matrix G (Fin n) ℝ) {R : Matrix (Fin n) (Fin n) ℝ}
    (hR : IsUpper R) (h : IsUnit R.det) (k : ℕ) :
    leadingSpan (X * R) k = leadingSpan X k := by
  refine le_antisymm (leadingSpan_mul_le X hR k) ?_
  have h1 := leadingSpan_mul_le (X * R) (isUpper_inv hR h) k
  rwa [Matrix.mul_assoc, Matrix.mul_nonsing_inv _ h, Matrix.mul_one] at h1
```

## The equivalence theorem and the characterisation of T

`sequential_projectors` assumes that the minors of FᵀΦ̃ are nonzero for all k ≤ n. It asserts that there are L and U with the triangular shapes, the unit diagonal and the factorisation, for which biorthogonality, both span statements and the equality of operators hold. Φ is arbitrary. The `calc` block is the biorthogonality computation above, and the last bullet substitutes B⁻¹ = U⁻¹L⁻¹.

```lean
/-- If all leading minors of `B = Fᵀ Φ̃` are nonzero, then `B = L U`, the projectors `F L⁻ᵀ` and
waves `Φ̃ U⁻¹` are biorthogonal and keep all leading spans, and together with the all-electron waves
`Φ U⁻¹` they give the same PAW operator as the direct projectors. -/
theorem sequential_projectors (F Φ Φt : Matrix G (Fin n) ℝ)
    (h : ∀ k hk, leadingMinor (Fᵀ * Φt) k hk ≠ 0) :
    ∃ L U : Matrix (Fin n) (Fin n) ℝ,
      IsLower L ∧ IsUpper U ∧ (∀ i, U i i = 1) ∧ Fᵀ * Φt = L * U ∧
      (F * (L⁻¹)ᵀ)ᵀ * (Φt * U⁻¹) = 1 ∧
      (∀ k, leadingSpan (F * (L⁻¹)ᵀ) k = leadingSpan F k) ∧
      (∀ k, leadingSpan (Φt * U⁻¹) k = leadingSpan Φt k) ∧
      pawOperator (Φ * U⁻¹) (Φt * U⁻¹) (F * (L⁻¹)ᵀ) =
        pawOperator Φ Φt (directProjectors F Φt) := by
  obtain ⟨L, U, hL, hU, hU1, hB⟩ := exists_lu _ h
  -- the largest minor is the full determinant, so both factors are invertible
  have hdet : (Fᵀ * Φt).det ≠ 0 := h n le_rfl
  rw [hB, Matrix.det_mul] at hdet
  have hLd : IsUnit L.det := isUnit_iff_ne_zero.2 (left_ne_zero_of_mul hdet)
  have hUd : IsUnit U.det := isUnit_iff_ne_zero.2 (right_ne_zero_of_mul hdet)
  refine ⟨L, U, hL, hU, hU1, hB, ?_, fun k => ?_, fun k => ?_, ?_⟩
  · calc (F * (L⁻¹)ᵀ)ᵀ * (Φt * U⁻¹) = L⁻¹ * (Fᵀ * Φt) * U⁻¹ := by
          simp only [Matrix.transpose_mul, Matrix.transpose_transpose, Matrix.mul_assoc]
      _ = (L⁻¹ * L) * (U * U⁻¹) := by rw [hB]; simp only [Matrix.mul_assoc]
      _ = 1 := by
          rw [Matrix.nonsing_inv_mul _ hLd, Matrix.mul_nonsing_inv _ hUd, Matrix.mul_one]
  · rw [Matrix.transpose_nonsing_inv]
    have hLt : IsUpper Lᵀ := fun i j hij => hL j i hij
    have hLtd : IsUnit (Lᵀ).det := by rwa [Matrix.det_transpose]
    exact leadingSpan_mul F (isUpper_inv hLt hLtd) (Matrix.isUnit_nonsing_inv_det _ hLtd) k
  · exact leadingSpan_mul Φt (isUpper_inv hU hUd) (Matrix.isUnit_nonsing_inv_det _ hUd) k
  · -- both corrections equal (Φ - Φ̃) U⁻¹ L⁻¹ Fᵀ
    unfold pawOperator directProjectors
    rw [hB, Matrix.mul_inv_rev, ← Matrix.sub_mul]
    simp only [Matrix.transpose_mul, Matrix.transpose_transpose, Matrix.mul_assoc]
```

`eq_pawOperator_iff` needs only an invertible overlap. It says that a matrix `T` equals the PAW operator with direct projectors exactly when it maps Φ̃ to Φ and fixes every vector orthogonal to all columns of F. In the converse direction, `hF` is the identity FᵀR = 0, and `hcol` passes from fixed vectors to a matrix whose columns are all fixed.

```lean
/-- For invertible overlap, the PAW operator with direct projectors is the only operator that maps
the smooth waves to the all-electron waves and fixes every vector orthogonal to all columns
of `F`. -/
theorem eq_pawOperator_iff (F Φ Φt : Matrix G (Fin n) ℝ) (h : IsUnit (Fᵀ * Φt).det)
    (T : Matrix G G ℝ) :
    T = pawOperator Φ Φt (directProjectors F Φt) ↔
      T * Φt = Φ ∧ ∀ x : G → ℝ, Fᵀ *ᵥ x = 0 → T *ᵥ x = x := by
  have hP : (directProjectors F Φt)ᵀ = (Fᵀ * Φt)⁻¹ * Fᵀ := by
    simp only [directProjectors, Matrix.transpose_mul, Matrix.transpose_transpose]
  unfold pawOperator
  rw [hP]
  constructor
  · rintro rfl
    constructor
    · rw [Matrix.add_mul, Matrix.one_mul, Matrix.mul_assoc, Matrix.mul_assoc,
        Matrix.nonsing_inv_mul _ h, Matrix.mul_one]
      abel
    · intro x hx
      rw [Matrix.add_mulVec, Matrix.one_mulVec, ← Matrix.mulVec_mulVec,
        ← Matrix.mulVec_mulVec, hx, Matrix.mulVec_zero, Matrix.mulVec_zero, add_zero]
  · rintro ⟨h1, h2⟩
    -- the remainder after removing the smooth expansion is orthogonal to F
    have hF : Fᵀ * (1 - Φt * ((Fᵀ * Φt)⁻¹ * Fᵀ)) = 0 := by
      rw [Matrix.mul_sub, Matrix.mul_one, ← Matrix.mul_assoc, ← Matrix.mul_assoc,
        Matrix.mul_nonsing_inv _ h, Matrix.one_mul, sub_self]
    have hcol : ∀ R : Matrix G G ℝ, Fᵀ * R = 0 → T * R = R := by
      intro R hR
      ext g g'
      have hx : Fᵀ *ᵥ (fun i => R i g') = 0 :=
        funext fun a => congrFun (congrFun hR a) g'
      exact congrFun (h2 (fun i => R i g') hx) g
    have hT := hcol _ hF
    rw [Matrix.mul_sub, Matrix.mul_one, ← Matrix.mul_assoc, h1] at hT
    rw [Matrix.sub_mul, sub_eq_iff_eq_add.1 hT]
    abel

end

end PAWProjectors
```

```lean
#print axioms PAWProjectors.sequential_projectors
-- 'PAWProjectors.sequential_projectors' depends on axioms: [propext, Classical.choice, Quot.sound]
#print axioms PAWProjectors.eq_pawOperator_iff
-- 'PAWProjectors.eq_pawOperator_iff' depends on axioms: [propext, Classical.choice, Quot.sound]
```
